# Odd-order Neumann truncation of the inverse overlap bounds the energy from above for negative semidefinite \(H\)

## One orbital

Take a single orbital with squared norm \(s>0\) and Hamiltonian element \(-h\), where \(h\ge 0\). Its energy is \(-h/s\). Replacing \(1/s\) by the first-order expansion \(1+(1-s)=2-s\) gives \(-h(2-s)\), and

\[
-h(2-s)-\left(-\frac hs\right)=h\,\frac{(1-s)^2}{s}\ge 0 .
\]

The error has a sign because the first omitted power, \((1-s)^2\), is even. At even order the sign can reverse: for \(s=2\), \(h=1\) the truncated sum \(1-1+\dots+1\) equals 1, so the truncated energy is \(-1\), below the exact \(-1/2\).

## Energy without an inverse overlap

For finitely many non-orthogonal orbitals \(\phi_i\), let \(S_{ij}=\langle\phi_i|\phi_j\rangle\) and \(H_{ij}=\langle\phi_i|\hat h-\eta|\phi_j\rangle\), with \(\hat h\) a one-electron Hamiltonian and \(\eta\) a constant shift. For non-interacting electrons, \(\mathrm{Tr}(S^{-1}H)\) is the energy of the occupied space per spin, minus \(\eta\) for each orbital. Orbital minimization can avoid the inverse by using

\[
Q_p=\sum_{k=0}^{p}(1-S)^k .
\]

The condition that \(H\) is negative semidefinite stands for a shift \(\eta\) high enough that no state in the span of the orbitals has energy above it.

## The inequality in Lean

`energy_le_neumann_energy` says: if \(S\) is positive definite, \(-H\) is positive semidefinite and \(p\) is odd, then \(\mathrm{Tr}(S^{-1}H)\le\mathrm{Tr}(Q_pH)\).

The type `n` labels the orbitals, `𝕜` covers real and complex matrices, and `neumannInverse S p` is \(Q_p\). `PosDef` and `PosSemidef` include Hermiticity. Over the complex numbers, `≤` means ordered real parts and equal imaginary parts.

The series need not converge, so eigenvalues of \(S\) above 2 are allowed. Linearly dependent orbitals, for which \(S\) is singular, are not covered, and the sign of \(H\) is assumed, not derived from a choice of \(\eta\).

## Derivation

**Remainder.** Telescoping gives \(SQ_p=1-(1-S)^{p+1}\), hence

\[
S^{-1}-Q_p=S^{-1}(1-S)^{p+1}.
\]

**Sign.** Write \(p=2m+1\). Since \(S^{-1}\) commutes with \(1-S\), the remainder equals

\[
A=(1-S)^{m+1}S^{-1}(1-S)^{m+1},
\]

which is positive semidefinite.

**Trace.** Factor \(A=B^\dagger B\) and set \(K=-H\). Then \(\mathrm{Tr}(AK)=\mathrm{Tr}(BKB^\dagger)\ge0\), that is, \(\mathrm{Tr}(Q_pH)-\mathrm{Tr}(S^{-1}H)\ge0\).

**Equality.** Let \(K\) be positive definite and write \(K=C^\dagger C\). If the two energies agree, then \(0=\mathrm{Tr}(AK)=\mathrm{Tr}\big((BC^\dagger)^\dagger BC^\dagger\big)\), so \(BC^\dagger=0\) and \(AK=0\). Cancelling the invertible \(K\) and \(S^{-1}\) leaves \((1-S)^{p+1}=0\). A Hermitian matrix with a vanishing positive power is zero, so \(S=1\). Conversely, \(S=1\) makes the remainder vanish.

**Raising the order.** For odd \(p=2m+1\),

\[
Q_{p+2}-Q_p=(1-S)^{p+1}+(1-S)^{p+2}=(1-S)^{m+1}(2-S)(1-S)^{m+1}.
\]

If \(2-S\) is positive semidefinite, so is this difference, and the trace argument shows that going from \(p\) to \(p+2\) does not raise the energy.

## The complete file

```lean
import Mathlib

open Matrix
open scoped ComplexOrder

namespace NeumannOrbitalMinimization

noncomputable section

variable {𝕜 n : Type*} [RCLike 𝕜] [Fintype n] [DecidableEq n]

/-- The Neumann series for the inverse overlap matrix, truncated at order `p`:
the sum of `(1 - S) ^ k` over `k = 0, ..., p`. -/
def neumannInverse (S : Matrix n n 𝕜) (p : ℕ) : Matrix n n 𝕜 :=
  ∑ k ∈ Finset.range (p + 1), (1 - S) ^ k

/-- A positive semidefinite matrix can be written as `Bᴴ * B`. -/
theorem exists_factor {A : Matrix n n 𝕜} (hA : A.PosSemidef) :
    ∃ B : Matrix n n 𝕜, A = Bᴴ * B := by
  let U : Matrix n n 𝕜 := hA.1.eigenvectorUnitary
  have hU : U * Uᴴ = 1 := Matrix.mem_unitaryGroup_iff.mp hA.1.eigenvectorUnitary.2
  -- the square roots of the eigenvalues
  let D : Matrix n n 𝕜 := diagonal fun j => ((√(hA.1.eigenvalues j) : ℝ) : 𝕜)
  have hD : Dᴴ = D := by
    ext i j
    by_cases h : i = j
    · subst h
      simp [D]
    · simp [D, h, Ne.symm h]
  have hAU : A * U = U * (D * D) := by
    ext i j
    have h := congrFun (hA.1.mulVec_eigenvectorBasis j) i
    have hs : ((√(hA.1.eigenvalues j) : ℝ) : 𝕜) * ((√(hA.1.eigenvalues j) : ℝ) : 𝕜)
        = ((hA.1.eigenvalues j : ℝ) : 𝕜) := by
      rw [← RCLike.ofReal_mul, Real.mul_self_sqrt (hA.eigenvalues_nonneg j)]
    simp only [D]
    rw [diagonal_mul_diagonal, mul_diagonal, hs]
    calc (A * U) i j = (A *ᵥ (hA.1.eigenvectorBasis j).ofLp) i := rfl
      _ = hA.1.eigenvalues j • (hA.1.eigenvectorBasis j).ofLp i := h
      _ = U i j * ((hA.1.eigenvalues j : ℝ) : 𝕜) := by
        rw [RCLike.real_smul_eq_coe_mul, mul_comm]
        rfl
  refine ⟨D * Uᴴ, ?_⟩
  rw [conjTranspose_mul, conjTranspose_conjTranspose, hD]
  calc A = A * U * Uᴴ := by rw [mul_assoc, hU, mul_one]
    _ = U * D * (D * Uᴴ) := by
      rw [hAU]
      simp only [mul_assoc]

/-- If `P - Q` is positive semidefinite and `H` is negative semidefinite, then the energy
`Tr(P H)` is at most `Tr(Q H)`. -/
theorem trace_le_trace {P Q H : Matrix n n 𝕜} (hPQ : (P - Q).PosSemidef)
    (hH : (-H).PosSemidef) : trace (P * H) ≤ trace (Q * H) := by
  obtain ⟨B, hB⟩ := exists_factor hPQ
  have h : 0 ≤ trace ((P - Q) * (-H)) := by
    rw [hB, mul_assoc, trace_mul_comm]
    exact (hH.mul_mul_conjTranspose_same B).trace_nonneg
  rw [mul_neg, sub_mul, neg_sub, trace_sub] at h
  exact sub_nonneg.mp h

/-- If the trace of a product of two positive semidefinite matrices vanishes, the product
itself vanishes. -/
theorem mul_eq_zero_of_trace {A K : Matrix n n 𝕜} (hA : A.PosSemidef)
    (hK : K.PosSemidef) (h : trace (A * K) = 0) : A * K = 0 := by
  obtain ⟨B, hB⟩ := exists_factor hA
  obtain ⟨C, hC⟩ := exists_factor hK
  have hX : B * Cᴴ = 0 := by
    apply trace_conjTranspose_mul_self_eq_zero_iff.mp
    calc trace ((B * Cᴴ)ᴴ * (B * Cᴴ)) = trace (C * (Bᴴ * B * Cᴴ)) := by
          simp only [conjTranspose_mul, conjTranspose_conjTranspose, mul_assoc]
      _ = trace (Bᴴ * B * Cᴴ * C) := trace_mul_comm _ _
      _ = 0 := by rw [mul_assoc (Bᴴ * B), ← hB, ← hC, h]
  calc A * K = Bᴴ * (B * Cᴴ) * C := by
        rw [hB, hC]
        simp only [mul_assoc]
    _ = 0 := by rw [hX, mul_zero, zero_mul]

/-- A Hermitian matrix with a vanishing positive power is zero. -/
theorem hermitian_eq_zero_of_pow {R : Matrix n n 𝕜} (hR : R.IsHermitian) (k : ℕ)
    (h : R ^ (k + 1) = 0) : R = 0 := by
  induction k with
  | zero => simpa using h
  | succ k ih =>
    apply ih
    apply conjTranspose_mul_self_eq_zero.mp
    rw [conjTranspose_pow, hR.eq, ← pow_add,
      show k + 1 + (k + 1) = k + 1 + 1 + k by omega, pow_add, h, zero_mul]

/-- The error of the truncated Neumann series is `S⁻¹ (1 - S) ^ (p + 1)`. -/
theorem neumann_remainder {S : Matrix n n 𝕜} (hS : IsUnit S.det) (p : ℕ) :
    S⁻¹ - neumannInverse S p = S⁻¹ * (1 - S) ^ (p + 1) := by
  have hgeo : S * neumannInverse S p = 1 - (1 - S) ^ (p + 1) := by
    have h := mul_neg_geom_sum (1 - S) (p + 1)
    rwa [sub_sub_cancel] at h
  have hQ : neumannInverse S p = S⁻¹ * (1 - (1 - S) ^ (p + 1)) := by
    rw [← hgeo, ← mul_assoc, nonsing_inv_mul _ hS, one_mul]
  rw [hQ, mul_sub, mul_one, sub_sub_cancel]

/-- For a positive definite overlap matrix and odd order, the exact inverse minus the
truncated Neumann series is positive semidefinite. -/
theorem neumann_remainder_posSemidef {S : Matrix n n 𝕜} (hS : S.PosDef) {p : ℕ}
    (hp : Odd p) : (S⁻¹ - neumannInverse S p).PosSemidef := by
  have hdet : IsUnit S.det := (isUnit_iff_isUnit_det _).mp hS.isUnit
  obtain ⟨m, rfl⟩ := hp
  have hR : (1 - S).IsHermitian := isHermitian_one.sub hS.1
  have hc : Commute S⁻¹ (1 - S) := by
    change S⁻¹ * (1 - S) = (1 - S) * S⁻¹
    rw [mul_sub, sub_mul, nonsing_inv_mul _ hdet, mul_nonsing_inv _ hdet, mul_one, one_mul]
  -- split the even power symmetrically around the inverse overlap
  have h := hS.inv.posSemidef.mul_mul_conjTranspose_same ((1 - S) ^ (m + 1))
  rw [conjTranspose_pow, hR.eq, ← (hc.pow_right (m + 1)).eq, mul_assoc, ← pow_add] at h
  rw [neumann_remainder hdet, show 2 * m + 1 + 1 = m + 1 + (m + 1) by omega]
  exact h

/-- For a positive definite overlap matrix `S` and a negative semidefinite `H`, replacing
`S⁻¹` by its Neumann series truncated at odd order bounds the energy `Tr(S⁻¹ H)` from above. -/
theorem energy_le_neumann_energy {S H : Matrix n n 𝕜} (hS : S.PosDef)
    (hH : (-H).PosSemidef) {p : ℕ} (hp : Odd p) :
    trace (S⁻¹ * H) ≤ trace (neumannInverse S p * H) :=
  trace_le_trace (neumann_remainder_posSemidef hS hp) hH

/-- For negative definite `H` and odd order, the truncated energy equals the exact one
if and only if the orbitals are orthonormal, `S = 1`. -/
theorem neumann_energy_eq_iff {S H : Matrix n n 𝕜} (hS : S.PosDef)
    (hH : (-H).PosDef) {p : ℕ} (hp : Odd p) :
    trace (neumannInverse S p * H) = trace (S⁻¹ * H) ↔ S = 1 := by
  have hrem := neumann_remainder ((isUnit_iff_isUnit_det _).mp hS.isUnit) p
  constructor
  · intro h
    have h0 : trace ((S⁻¹ - neumannInverse S p) * (-H)) = 0 := by
      rw [mul_neg, sub_mul, neg_sub, trace_sub, h, sub_self]
    have h1 := mul_eq_zero_of_trace (neumann_remainder_posSemidef hS hp) hH.posSemidef h0
    -- cancel the invertible factors `-H` and `S⁻¹`
    have h2 := hH.isUnit.mul_left_eq_zero.mp h1
    rw [hrem] at h2
    have h3 := hS.inv.isUnit.mul_right_eq_zero.mp h2
    exact (sub_eq_zero.mp
      (hermitian_eq_zero_of_pow (isHermitian_one.sub hS.1) p h3)).symm
  · intro h
    have h0 : S⁻¹ - neumannInverse S p = 0 := by
      rw [hrem, h, sub_self, zero_pow (Nat.succ_ne_zero p), mul_zero]
    rw [sub_eq_zero.mp h0]

/-- If `2 - S` is positive semidefinite and `H` is negative semidefinite, raising an odd
truncation order by two does not raise the energy. -/
theorem neumann_energy_antitone {S H : Matrix n n 𝕜} (hS : (2 - S).PosSemidef)
    (hH : (-H).PosSemidef) {p : ℕ} (hp : Odd p) :
    trace (neumannInverse S (p + 2) * H) ≤ trace (neumannInverse S p * H) := by
  apply trace_le_trace _ hH
  have h2 : 2 - S = 1 + (1 - S) := by
    rw [← one_add_one_eq_two, add_sub_assoc]
  rw [h2] at hS
  have hR : (1 - S).IsHermitian := by
    have h := hS.1.sub isHermitian_one
    rwa [add_sub_cancel_left] at h
  have hsum : neumannInverse S (p + 2)
      = neumannInverse S p + (1 - S) ^ (p + 1) + (1 - S) ^ (p + 2) :=
    (Finset.sum_range_succ _ _).trans
      (congrArg (· + (1 - S) ^ (p + 2)) (Finset.sum_range_succ _ _))
  obtain ⟨m, rfl⟩ := hp
  -- the two added terms combine to a symmetric product around `2 - S`
  have h := hS.mul_mul_conjTranspose_same ((1 - S) ^ (m + 1))
  rw [conjTranspose_pow, hR.eq, mul_add, mul_one, add_mul, ← pow_succ, ← pow_add,
    ← pow_add, show m + 1 + (m + 1) = 2 * m + 1 + 1 by omega,
    show m + 1 + 1 + (m + 1) = 2 * m + 1 + 2 by omega] at h
  rw [hsum, add_assoc, add_sub_cancel_left]
  exact h

/-- For every even order the upper bound fails for a single orbital with overlap `2` and
`H = -1`: the truncated energy lies strictly below the exact one. -/
theorem even_order_not_upper_bound {p : ℕ} (hp : Even p) :
    trace (neumannInverse ((2 : ℝ) • (1 : Matrix (Fin 1) (Fin 1) ℝ)) p * (-1))
      < trace (((2 : ℝ) • (1 : Matrix (Fin 1) (Fin 1) ℝ))⁻¹ * (-1)) := by
  have hinv : ((2 : ℝ) • (1 : Matrix (Fin 1) (Fin 1) ℝ))⁻¹ = (1 / 2 : ℝ) • 1 := by
    apply inv_eq_right_inv
    rw [smul_mul_smul_comm, mul_one]
    norm_num
  have hR : 1 - (2 : ℝ) • (1 : Matrix (Fin 1) (Fin 1) ℝ) = -1 := by module
  -- the alternating sum with an odd number of terms equals one
  have hQ : neumannInverse ((2 : ℝ) • (1 : Matrix (Fin 1) (Fin 1) ℝ)) p = 1 := by
    unfold neumannInverse
    rw [hR, neg_one_geom_sum, if_neg (Nat.not_even_iff_odd.mpr hp.add_one)]
  rw [hinv, hQ, mul_neg, mul_neg, mul_one, mul_one, trace_neg, trace_neg, trace_smul,
    trace_one]
  norm_num

end

end NeumannOrbitalMinimization
```

```lean
#print axioms NeumannOrbitalMinimization.energy_le_neumann_energy
#print axioms NeumannOrbitalMinimization.neumann_energy_eq_iff
#print axioms NeumannOrbitalMinimization.neumann_energy_antitone
#print axioms NeumannOrbitalMinimization.even_order_not_upper_bound
```

```
'NeumannOrbitalMinimization.energy_le_neumann_energy' depends on axioms: [propext, Classical.choice, Quot.sound]
'NeumannOrbitalMinimization.neumann_energy_eq_iff' depends on axioms: [propext, Classical.choice, Quot.sound]
'NeumannOrbitalMinimization.neumann_energy_antitone' depends on axioms: [propext, Classical.choice, Quot.sound]
'NeumannOrbitalMinimization.even_order_not_upper_bound' depends on axioms: [propext, Classical.choice, Quot.sound]
```

## How the proof follows the derivation

`exists_factor` diagonalises \(A=UD^2U^\dagger\), with the square roots of the eigenvalues in \(D\), and takes \(B=DU^\dagger\). `trace_le_trace` uses this factor and the cyclic trace to turn an ordering of matrices into an ordering of energies.

`neumann_remainder` obtains the telescoped sum from `mul_neg_geom_sum`. `neumann_remainder_posSemidef` starts from the symmetric product around \(S^{-1}\) and uses the commutation `hc` to collect the powers. The main theorem combines this with `trace_le_trace`.

For equality, `mul_eq_zero_of_trace` shows that the product vanishes. `hermitian_eq_zero_of_pow` lowers the exponent by induction: if \(R\) is Hermitian and \(R^{k+2}=0\), then \((R^{k+1})^\dagger R^{k+1}=R^{2k+2}=0\), so \(R^{k+1}=0\). `neumann_energy_eq_iff` then cancels the invertible factors.

`neumann_energy_antitone` splits off the last two terms of the sum and matches them to the product around \(2-S\); it does not need \(S\) to be positive definite. `even_order_not_upper_bound` evaluates the one-orbital example with \(s=2\) for every even \(p\), using `neg_one_geom_sum` for the alternating sum.
